# A three-site Hamiltonian whose locality approximation falls below the exact ground energy

## The localized part as separate data

A Hamiltonian matrix does not say which of its elements are to be localized, so the model takes two real symmetric matrices: the full Hamiltonian $H$ and the part $L$ of it that will be replaced by a local potential. In diffusion Monte Carlo (DMC) with effective core potentials, $L$ stands for the nonlocal part of the pseudopotential. Here the configurations form a finite set, labelled by $i$.

Given a trial function $\psi$ without zeros, the localized Hamiltonian is

$$G = H - L + \mathrm{diag}(v), \qquad v_i = \frac{(L\psi)_i}{\psi_i}.$$

Replacing $H$ by $G$ is the locality approximation. The question is whether the ground energy of $G$ is an upper bound to that of $H$. A three-site example shows that it need not be, and a condition on the signs of the products $L_{ij}\psi_i\psi_j$ is enough to restore the bound.

## The mixed estimator returns the localized energy

Localization leaves the action on $\psi$ unchanged:

$$(G\psi)_i = (H\psi)_i - (L\psi)_i + v_i\psi_i = (H\psi)_i .$$

Let $G\varphi = E\varphi$ with $\varphi\cdot\psi \neq 0$. Since $G$ is symmetric,

$$\varphi\cdot H\psi = \varphi\cdot G\psi = (G\varphi)\cdot\psi = E\,\varphi\cdot\psi .$$

The mixed estimator $\varphi\cdot H\psi/\varphi\cdot\psi$ is therefore $E$, although it is written with the original $H$.

## The energy shift as a weighted sum of squares

For any real vector $x$,

$$x\cdot Gx - x\cdot Hx = \sum_{i,j} L_{ij}\left(x_i^2\frac{\psi_j}{\psi_i} - x_ix_j\right).$$

Averaging the sum with its copy in which $i$ and $j$ are exchanged, and using $L_{ij}=L_{ji}$, gives

$$\frac12\sum_{i,j} L_{ij}\left(x_i^2\frac{\psi_j}{\psi_i} + x_j^2\frac{\psi_i}{\psi_j} - 2x_ix_j\right)
= \frac12\sum_{i,j} L_{ij}\psi_i\psi_j\left(\frac{x_i}{\psi_i}-\frac{x_j}{\psi_j}\right)^2 .$$

The terms with $i=j$ vanish. If $L_{ij}\psi_i\psi_j\ge 0$ for all $i\ne j$, localization lowers no expectation value. This is the sign rule behind T-moves, which localize only elements of that sign and keep the others as moves of the walker; the argument here concerns finite matrices and leaves out time step and sampling.

The same identity gives a neighbouring result. If instead $L_{ij}\psi_i\psi_j\le 0$ for all $i\ne j$, the shift is never positive, and the ground energy of $G$ cannot exceed that of $H$. The example below is of this kind.

## Positive eigenvectors are ground states

Let $G$ now be any symmetric matrix with $G_{ij}\le0$ for $i\neq j$, and let $G\varphi=E\varphi$ with all $\varphi_i>0$. Localize the whole of $G$ with $\varphi$ as trial function. The local potential is $(G\varphi)_i/\varphi_i=E$, so the identity reads

$$E\,x\cdot x - x\cdot Gx = \frac12\sum_{i,j}G_{ij}\varphi_i\varphi_j\left(\frac{x_i}{\varphi_i}-\frac{x_j}{\varphi_j}\right)^2\le 0 .$$

Hence $E$ is the lowest eigenvalue.

## Three sites

Take $H$ with zero diagonal and all other elements $-1$. Then $H(1,1,1)=-2\,(1,1,1)$, and the exact ground energy is $-2$.

Let $L$ be the hopping between sites 1 and 3, and $\psi=(1,1,2)$. Then $L\psi=(-2,0,-1)$ and $v=(-2,0,-\tfrac12)$, so

$$G=\begin{pmatrix}-2&-1&0\\-1&0&-1\\0&-1&-\tfrac12\end{pmatrix},\qquad
G\begin{pmatrix}4\\2\\1\end{pmatrix}=\begin{pmatrix}-10\\-5\\-\tfrac52\end{pmatrix}=-\frac52\begin{pmatrix}4\\2\\1\end{pmatrix}.$$

The ground energy of $G$ is $-\tfrac52$, below the exact value. Directly, $H\psi=(-3,-3,-2)$, and the mixed estimator is $-20/8=-\tfrac52$.

The normalised ground vectors are $(1,1,1)/\sqrt3$ and $(4,2,1)/\sqrt{21}$. The ordinary expectation value of $H$ in the second is $-28/21=-\tfrac43$, which respects the variational principle; the mixed estimator is not an expectation value of $H$ in one state.

## The statement in Lean

`localize H L ψ` is $G$, `*ᵥ` is a matrix acting on a vector, and `⬝ᵥ` is the real scalar product. `IsGroundState H E φ` says that `φ` is a nonzero eigenvector with eigenvalue `E` and that $E\,x\cdot x\le x\cdot Hx$ for every $x$. It requires neither normalisation nor uniqueness.

The matrices `ringH` and `hop13` and the vector `trial` are the $H$, $L$ and $\psi$ of the example; sites 1, 2, 3 are the Lean indices 0, 1, 2. The final theorem, `locality_approximation_not_variational`, has four parts: the exact ground state, the localized ground state, the positivity of the latter, and the value of the mixed estimator.

The general theorems hold for any finite index type, with `[Nonempty n]` added where a positive vector must be nonzero. Continuous space and antisymmetry are not modelled. The condition `∀ i, ψ i ≠ 0` means that no configuration lies on a node of the trial function.

```lean
import Mathlib

open Matrix

namespace LocalityApproximation

noncomputable section

variable {n : Type*} [Fintype n] [DecidableEq n]

/-- The Hamiltonian `H` after its part `L` has been replaced by the local potential
`(L ψ) i / ψ i` built from the trial function `ψ`. -/
def localize (H L : Matrix n n ℝ) (ψ : n → ℝ) : Matrix n n ℝ :=
  H - L + Matrix.diagonal (fun i => (L *ᵥ ψ) i / ψ i)

/-- `φ` is a nonzero eigenvector of `H` with energy `E`, and `E` bounds the energy of
every vector from below. -/
def IsGroundState (H : Matrix n n ℝ) (E : ℝ) (φ : n → ℝ) : Prop :=
  φ ≠ 0 ∧ H *ᵥ φ = E • φ ∧ ∀ x : n → ℝ, E * (x ⬝ᵥ x) ≤ x ⬝ᵥ (H *ᵥ x)

/-- The localized Hamiltonian acts on the trial function exactly as the original one,
provided the trial function has no zeros. -/
theorem localize_mulVec_trial (H L : Matrix n n ℝ) (ψ : n → ℝ) (hψ : ∀ i, ψ i ≠ 0) :
    localize H L ψ *ᵥ ψ = H *ᵥ ψ := by
  ext i
  have hi := hψ i
  have h : (L *ᵥ ψ) i / ψ i * ψ i = (L *ᵥ ψ) i := by field_simp
  simp only [localize, Matrix.add_mulVec, Matrix.sub_mulVec, Pi.add_apply, Pi.sub_apply,
    Matrix.mulVec_diagonal]
  linear_combination h

/-- The mixed estimator of the original Hamiltonian, taken between an eigenvector of the
localized Hamiltonian and the trial function, equals the localized eigenvalue. -/
theorem mixed_estimator_eq (H L : Matrix n n ℝ) (ψ φ : n → ℝ) (E : ℝ)
    (hH : H.IsSymm) (hL : L.IsSymm) (hψ : ∀ i, ψ i ≠ 0)
    (hφ : localize H L ψ *ᵥ φ = E • φ) (hov : φ ⬝ᵥ ψ ≠ 0) :
    (φ ⬝ᵥ (H *ᵥ ψ)) / (φ ⬝ᵥ ψ) = E := by
  have hs : (localize H L ψ)ᵀ = localize H L ψ := by
    simp only [localize, Matrix.transpose_add, Matrix.transpose_sub,
      Matrix.diagonal_transpose, hH.eq, hL.eq]
  -- replace H by the localized Hamiltonian, then let it act to the left
  rw [div_eq_iff hov, ← localize_mulVec_trial H L ψ hψ, Matrix.dotProduct_mulVec,
    ← Matrix.mulVec_transpose, hs, hφ, smul_dotProduct, smul_eq_mul]

/-- Localization changes the energy form by a sum of squares, each weighted by
`L i j * ψ i * ψ j`. -/
theorem localization_shift (H L : Matrix n n ℝ) (ψ x : n → ℝ)
    (hL : L.IsSymm) (hψ : ∀ i, ψ i ≠ 0) :
    x ⬝ᵥ (localize H L ψ *ᵥ x) - x ⬝ᵥ (H *ᵥ x) =
      1 / 2 * ∑ i, ∑ j, L i j * ψ i * ψ j * (x i / ψ i - x j / ψ j) ^ 2 := by
  have e : x ⬝ᵥ (Matrix.diagonal (fun i => (L *ᵥ ψ) i / ψ i) *ᵥ x) - x ⬝ᵥ (L *ᵥ x) =
      ∑ i, ∑ j, L i j * (x i ^ 2 * ψ j / ψ i - x i * x j) := by
    simp only [dotProduct, Matrix.mulVec_diagonal]
    rw [← Finset.sum_sub_distrib]
    refine Finset.sum_congr rfl fun i _ => ?_
    simp only [Matrix.mulVec, dotProduct, Finset.sum_div, Finset.mul_sum, Finset.sum_mul]
    rw [← Finset.sum_sub_distrib]
    refine Finset.sum_congr rfl fun j _ => ?_
    ring
  -- a double sum equals half the sum of its symmetrized terms
  have key : ∀ f : n → n → ℝ,
      ∑ i, ∑ j, f i j = 1 / 2 * ∑ i, ∑ j, (f i j + f j i) := by
    intro f
    have h : ∑ i, ∑ j, f i j = ∑ i, ∑ j, f j i := Finset.sum_comm
    simp only [Finset.sum_add_distrib]
    linarith
  have h1 : x ⬝ᵥ (localize H L ψ *ᵥ x) - x ⬝ᵥ (H *ᵥ x) =
      ∑ i, ∑ j, L i j * (x i ^ 2 * ψ j / ψ i - x i * x j) := by
    simp only [localize, Matrix.add_mulVec, Matrix.sub_mulVec, dotProduct_add,
      dotProduct_sub]
    linarith
  rw [h1, key]
  congr 1
  refine Finset.sum_congr rfl fun i _ => Finset.sum_congr rfl fun j _ => ?_
  have hs : L j i = L i j := hL.apply i j
  have hi := hψ i
  have hj := hψ j
  simp only [hs]
  field_simp
  ring

/-- If every localized off-diagonal element satisfies `0 ≤ L i j * ψ i * ψ j`, then
localization does not lower the energy form of any vector. -/
theorem sign_rule_upper_bound (H L : Matrix n n ℝ) (ψ : n → ℝ)
    (hL : L.IsSymm) (hψ : ∀ i, ψ i ≠ 0)
    (hsign : ∀ i j, i ≠ j → 0 ≤ L i j * ψ i * ψ j) (x : n → ℝ) :
    x ⬝ᵥ (H *ᵥ x) ≤ x ⬝ᵥ (localize H L ψ *ᵥ x) := by
  have h := localization_shift H L ψ x hL hψ
  have hp : 0 ≤ ∑ i, ∑ j, L i j * ψ i * ψ j * (x i / ψ i - x j / ψ j) ^ 2 := by
    refine Finset.sum_nonneg fun i _ => Finset.sum_nonneg fun j _ => ?_
    by_cases hij : i = j
    · subst hij
      simp
    · exact mul_nonneg (hsign i j hij) (sq_nonneg _)
  linarith

/-- A positive eigenvector of a symmetric Hamiltonian without positive off-diagonal
elements is a ground state. -/
theorem positive_eigenvector_isGroundState [Nonempty n] (G : Matrix n n ℝ) (E : ℝ)
    (φ : n → ℝ) (hG : G.IsSymm) (hoff : ∀ i j, i ≠ j → G i j ≤ 0)
    (hφ : ∀ i, 0 < φ i) (hE : G *ᵥ φ = E • φ) : IsGroundState G E φ := by
  refine ⟨?_, hE, fun x => ?_⟩
  · intro h0
    obtain ⟨i⟩ := ‹Nonempty n›
    have hi := hφ i
    simp [h0] at hi
  -- localizing all of G with φ leaves the constant potential E
  have h := localization_shift G G φ x hG (fun i => (hφ i).ne')
  have hl : localize G G φ *ᵥ x = E • x := by
    ext i
    have hi := (hφ i).ne'
    simp only [localize, sub_self, zero_add, Matrix.mulVec_diagonal, hE, Pi.smul_apply,
      smul_eq_mul]
    field_simp
  rw [hl, dotProduct_smul, smul_eq_mul] at h
  have hp : ∑ i, ∑ j, G i j * φ i * φ j * (x i / φ i - x j / φ j) ^ 2 ≤ 0 := by
    refine Finset.sum_nonpos fun i _ => Finset.sum_nonpos fun j _ => ?_
    by_cases hij : i = j
    · subst hij
      simp
    · have hg : 0 ≤ -G i j := by linarith [hoff i j hij]
      have hm := mul_nonneg (mul_nonneg (mul_nonneg hg (hφ i).le) (hφ j).le)
        (sq_nonneg (x i / φ i - x j / φ j))
      linarith
  linarith

/-- Three sites with zero on-site energy and hopping element -1 between every pair. -/
def ringH : Matrix (Fin 3) (Fin 3) ℝ := !![0, -1, -1; -1, 0, -1; -1, -1, 0]

/-- The hopping between the first and the third site. -/
def hop13 : Matrix (Fin 3) (Fin 3) ℝ := !![0, 0, -1; 0, 0, 0; -1, 0, 0]

/-- The trial function (1, 1, 2). -/
def trial : Fin 3 → ℝ := ![1, 1, 2]

/-- The three-site Hamiltonian after localization of the 1-3 hopping. -/
theorem localized_ringH :
    localize ringH hop13 trial = !![-2, -1, 0; -1, 0, -1; 0, -1, -1 / 2] := by
  ext i j
  fin_cases i <;> fin_cases j <;>
    norm_num [localize, ringH, hop13, trial, Matrix.mulVec, dotProduct,
      Fin.sum_univ_succ, Matrix.diagonal_apply]

/-- The exact three-site ground energy is -2, whereas the localized Hamiltonian has ground
energy -5/2 with the positive ground vector (4, 2, 1), and the mixed estimator is -5/2. -/
theorem locality_approximation_not_variational :
    IsGroundState ringH (-2) ![1, 1, 1] ∧
    IsGroundState (localize ringH hop13 trial) (-5 / 2) ![4, 2, 1] ∧
    (∀ i, 0 < (![4, 2, 1] : Fin 3 → ℝ) i) ∧
    (![4, 2, 1] ⬝ᵥ (ringH *ᵥ trial)) / (![4, 2, 1] ⬝ᵥ trial) = -5 / 2 := by
  have hpos : ∀ i, 0 < (![4, 2, 1] : Fin 3 → ℝ) i := by
    intro i
    fin_cases i <;> norm_num
  have hH : ringH.IsSymm := Matrix.IsSymm.ext fun i j => by
    fin_cases i <;> fin_cases j <;> simp [ringH]
  have hL : hop13.IsSymm := Matrix.IsSymm.ext fun i j => by
    fin_cases i <;> fin_cases j <;> simp [hop13]
  have hE : localize ringH hop13 trial *ᵥ ![4, 2, 1] = (-5 / 2 : ℝ) • ![4, 2, 1] := by
    rw [localized_ringH]
    ext i
    fin_cases i <;> norm_num [Matrix.mulVec, dotProduct, Fin.sum_univ_succ]
  refine ⟨?_, ?_, hpos, ?_⟩
  · apply positive_eigenvector_isGroundState _ _ _ hH
    · intro i j hij
      fin_cases i <;> fin_cases j <;> simp [ringH] at hij ⊢
    · intro i
      fin_cases i <;> norm_num
    · ext i
      fin_cases i <;> norm_num [ringH, Matrix.mulVec, dotProduct, Fin.sum_univ_succ]
  · refine positive_eigenvector_isGroundState _ _ _ ?_ ?_ hpos hE
    · rw [localized_ringH]
      exact Matrix.IsSymm.ext fun i j => by
        fin_cases i <;> fin_cases j <;> simp
    · rw [localized_ringH]
      intro i j hij
      fin_cases i <;> fin_cases j <;> simp at hij ⊢
  · apply mixed_estimator_eq ringH hop13 trial _ _ hH hL _ hE
    · norm_num [trial, dotProduct, Fin.sum_univ_succ]
    · intro i
      fin_cases i <;> norm_num [trial]

end

end LocalityApproximation
```

```lean
#print axioms LocalityApproximation.sign_rule_upper_bound
#print axioms LocalityApproximation.locality_approximation_not_variational
```

```
'LocalityApproximation.sign_rule_upper_bound' depends on axioms: [propext, Classical.choice, Quot.sound]
'LocalityApproximation.locality_approximation_not_variational' depends on axioms: [propext, Classical.choice, Quot.sound]
```

## How the proof follows the derivation

`localize_mulVec_trial` is $G\psi=H\psi$, with `field_simp` cancelling $\psi_i$. `mixed_estimator_eq` first shows that $G$ is symmetric, then clears the denominator, replaces $H\psi$ by $G\psi$ and moves $G$ onto $\varphi$.

In `localization_shift`, the step `e` writes the difference as a double sum and `key` is the symmetrization, which rests on exchanging the order of summation. The closing `field_simp` and `ring` complete the square term by term. `sign_rule_upper_bound` then checks that each term is nonnegative, treating $i=j$ separately.

`positive_eigenvector_isGroundState` applies the shift identity to `localize G G φ`; the step `hl` shows that this matrix acts as multiplication by $E$.

For the example, `localized_ringH` computes $G$ entry by entry. The final theorem checks both eigenvalue equations by arithmetic and obtains both lower bounds from the positive-eigenvector theorem, so no characteristic polynomial is needed. The mixed energy comes from `mixed_estimator_eq`, after a check that the overlap is nonzero.
